# Without hybridisation, a gapped, particle-hole symmetric Green function with finitely many poles has a self-energy $z-1/G(z)$ that diverges at zero frequency

The first choice is what "the self-energy at zero frequency" should mean. Without a bath, and with energies measured from the particle-hole symmetric level, the self-energy is $\Sigma(z)=z-1/G(z)$. Substituting zero into this formula fails, because particle-hole symmetry makes $G(0)=0$. Lean sets $1/0=0$ and would return the harmless-looking value $\Sigma(0)=0$. The statement therefore concerns the limit as $z$ approaches zero through nonzero values. The frequency $z$ is complex, so that real and imaginary (Matsubara) frequencies are treated together.

## A simple pole at the centre of the gap

Let $s$ be a finite nonempty set labelling pairs of poles. Pair $k\in s$ has energies $\pm e_k$ with $e_k>0$, and each of its two poles has weight $w_k>0$. The local Green function is

$$G(z)=\sum_{k\in s} w_k\left(\frac{1}{z-e_k}+\frac{1}{z+e_k}\right).$$

Positive weights express the positivity of spectral weight, and positive energies leave a gap around zero. A normalised Green function also has $2\sum_k w_k=1$, which the argument doesn't need.

The claim is that $|\Sigma(z)|\to\infty$ as $z\to0$ with $z\neq0$. Away from the poles, each pair combines into

$$\frac{1}{z-e_k}+\frac{1}{z+e_k}=\frac{2z}{z^2-e_k^2},$$

so that $G(z)=z\,R(z)$ with

$$R(z)=\sum_{k\in s}\frac{2w_k}{z^2-e_k^2}.$$

The function $R$ is continuous at zero, and $R(0)=-2\sum_k w_k/e_k^2$ is negative. Hence $R(z)\neq0$ for $z$ near zero, and for such nonzero $z$

$$z\,\Sigma(z)=z^2-\frac{z}{z\,R(z)}=z^2-\frac{1}{R(z)}\;\longrightarrow\; A=\frac{1}{2\sum_k w_k/e_k^2}>0.$$

Since $|\Sigma(z)|=|z\,\Sigma(z)|/|z|$, a positive limit is divided by a quantity that vanishes, and $|\Sigma(z)|$ diverges. A finite limit $c$ of $\Sigma$ would force $|\Sigma(z)|\to|c|$, which is now impossible. For real $x$, the limit $x\,\Sigma(x)\to A>0$ also fixes the signs: $\Sigma(x)\to+\infty$ from above and $\Sigma(x)\to-\infty$ from below.

A double-counting correction removes the part of the interaction that a density-functional calculation already contains. In this model, with finitely many poles and no bath, a prescription that uses the limit of $\Sigma(z)$ itself at zero frequency has no finite number to use, and on the real axis even the sign depends on the side of approach. A prescription that keeps only the real part along the imaginary axis is not ruled out: for real $y\neq0$, $G(iy)$ is purely imaginary, so $\mathrm{Re}\,\Sigma(iy)=0$.

## What the symbols stand for in Lean

```lean
import Mathlib

open Filter Topology

namespace MottDoubleCounting

noncomputable section

variable {ι : Type*}
```

The type `ι` supplies the labels, and the finite set `s` selects the pairs in use. The functions `w` and `e` give real weights and energies, which are cast to complex numbers inside the sum.

```lean
/-- Local Green function with mirror pairs of poles at `e k` and `-e k`, each of weight `w k`.
Its domain is the set of frequencies away from the poles. -/
def green (s : Finset ι) (w e : ι → ℝ) (z : ℂ) : ℂ :=
  ∑ k ∈ s, (w k : ℂ) * (1 / (z - (e k : ℂ)) + 1 / (z + (e k : ℂ)))
```

The self-energy is measured from the symmetric level, so the constant Hartree shift is absent. Restoring a finite constant would not remove a divergence.

```lean
/-- Self-energy `z - 1 / G(z)`, measured from the particle-hole symmetric level.
Its domain is the set of frequencies that are neither poles nor zeros of `G`. -/
def selfEnergy (s : Finset ι) (w e : ι → ℝ) (z : ℂ) : ℂ :=
  z - 1 / green s w e z
```

There is no hybridisation function in this definition. For a site coupled to a bath with hybridisation $\Delta(z)$, the self-energy is $z-\Delta(z)-1/G(z)$, and it still diverges if $\Delta$ stays bounded near zero. Boundedness matters: for two non-interacting sites joined by a hopping $t\neq0$, the on-site Green function gives $z-1/G(z)=t^2/z$, which is entirely hybridisation. The pole structure of $G$ alone therefore doesn't distinguish a Mott insulator from a band insulator.

The next two definitions are $R(z)$ and the pole strength $A$.

```lean
/-- The sum of `2 w / (z ^ 2 - e ^ 2)` over the pairs of poles, for frequencies away from
the poles. -/
def greenRatio (s : Finset ι) (w e : ι → ℝ) (z : ℂ) : ℂ :=
  ∑ k ∈ s, (w k : ℂ) * (2 / (z ^ 2 - (e k : ℂ) ^ 2))

/-- The number `1 / (2 ∑ w / e ^ 2)`, for a nonempty set of pairs with positive weights and
energies. -/
def poleStrength (s : Finset ι) (w e : ι → ℝ) : ℝ :=
  1 / (2 * ∑ k ∈ s, w k / e k ^ 2)
```

## Factoring out the frequency

The identity $G(z)=zR(z)$ is proved pair by pair. The hypothesis `h` says that $z^2\neq e_k^2$, from which `h1` and `h2` extract that neither denominator vanishes. The step `key` is the combination of the two fractions.

```lean
/-- Away from its poles, the particle-hole symmetric Green function is the frequency times
`greenRatio`. -/
theorem green_eq_mul (s : Finset ι) (w e : ι → ℝ) {z : ℂ}
    (h : ∀ k ∈ s, z ^ 2 ≠ (e k : ℂ) ^ 2) :
    green s w e z = z * greenRatio s w e z := by
  unfold green greenRatio
  rw [Finset.mul_sum]
  refine Finset.sum_congr rfl fun k hk => ?_
  have h0 : z ^ 2 - (e k : ℂ) ^ 2 ≠ 0 := sub_ne_zero.mpr (h k hk)
  have h1 : z - (e k : ℂ) ≠ 0 := fun h' => h0 (by linear_combination (z + (e k : ℂ)) * h')
  have h2 : z + (e k : ℂ) ≠ 0 := fun h' => h0 (by linear_combination (z - (e k : ℂ)) * h')
  have hf : z ^ 2 - (e k : ℂ) ^ 2 = (z - (e k : ℂ)) * (z + (e k : ℂ)) := by ring
  -- the two mirror poles combine into one odd term
  have key : 1 / (z - (e k : ℂ)) + 1 / (z + (e k : ℂ))
      = z * (2 / ((z - (e k : ℂ)) * (z + (e k : ℂ)))) := by
    rw [div_add_div _ _ h1 h2, ← mul_div_assoc]
    congr 1
    ring
  rw [hf, key]
  ring
```

The factorisation also locates the zeros of $G$ on the real axis inside the gap, where $|x|<e_k$ for every $k\in s$. There each term of $R(x)$ is negative, so $R(x)<0$, and $G(x)=xR(x)$ can vanish only at $x=0$. The division in $\Sigma(x)$ is therefore genuine at every other real frequency in the gap. In Lean, `hR` rewrites the ratio as a real number and `Finset.sum_neg` gives its sign.

```lean
/-- For positive weights, the Green function of a nonempty set of pole pairs has no zero at
nonzero real frequencies inside the gap. -/
theorem green_ne_zero_in_gap {s : Finset ι} {w e : ι → ℝ} (hs : s.Nonempty)
    (hw : ∀ k ∈ s, 0 < w k) {x : ℝ} (hx0 : x ≠ 0) (hx : ∀ k ∈ s, |x| < e k) :
    green s w e (x : ℂ) ≠ 0 := by
  have hneg : ∀ k ∈ s, x ^ 2 - e k ^ 2 < 0 := fun k hk =>
    sub_neg.mpr (sq_lt_sq.mpr (lt_of_lt_of_le (hx k hk) (le_abs_self _)))
  have hR : greenRatio s w e (x : ℂ)
      = ((∑ k ∈ s, w k * (2 / (x ^ 2 - e k ^ 2)) : ℝ) : ℂ) := by
    unfold greenRatio
    push_cast
    rfl
  have hp : ∀ k ∈ s, (x : ℂ) ^ 2 ≠ (e k : ℂ) ^ 2 := fun k hk => by
    exact_mod_cast sub_ne_zero.mp (hneg k hk).ne
  rw [green_eq_mul s w e hp, hR]
  -- every term of the ratio is negative inside the gap
  exact mul_ne_zero (Complex.ofReal_ne_zero.mpr hx0) (Complex.ofReal_ne_zero.mpr
    (Finset.sum_neg (fun k hk => mul_neg_of_pos_of_neg (hw k hk)
      (div_neg_of_pos_of_neg two_pos (hneg k hk))) hs).ne)
```

## The limit of $z\,\Sigma(z)$

The pole strength is positive because it is the reciprocal of a positive sum. This uses all three hypotheses: a nonempty set, positive weights and positive energies.

```lean
/-- The pole strength is positive for a nonempty set of pairs with positive weights and
energies. -/
theorem poleStrength_pos {s : Finset ι} {w e : ι → ℝ} (hs : s.Nonempty)
    (hw : ∀ k ∈ s, 0 < w k) (he : ∀ k ∈ s, 0 < e k) : 0 < poleStrength s w e :=
  one_div_pos.mpr (mul_pos two_pos
    (Finset.sum_pos (fun k hk => div_pos (hw k hk) (pow_pos (he k hk) 2)) hs))
```

The central theorem states that $z\,\Sigma(z)\to A$. The notation `𝓝[≠] 0` means that $z$ approaches zero without being equal to it, from any direction in the complex plane.

In the proof, `hR` is the continuity of $R$ at zero and `hR0` computes $R(0)$. The fact `hev` says that frequencies close enough to zero avoid all the poles. The limit of $z^2-1/R(z)$ is then `hlim`, and `hval` identifies its value with $A$. The last lines use the factorisation to show that this expression equals $z\,\Sigma(z)$ for nonzero $z$ near zero.

```lean
/-- For a nonempty set of pairs with positive weights and energies, `z * Σ(z)` tends to the
pole strength as the nonzero complex frequency `z` tends to zero. -/
theorem tendsto_mul_selfEnergy {s : Finset ι} {w e : ι → ℝ} (hs : s.Nonempty)
    (hw : ∀ k ∈ s, 0 < w k) (he : ∀ k ∈ s, 0 < e k) :
    Tendsto (fun z : ℂ => z * selfEnergy s w e z) (𝓝[≠] 0)
      (𝓝 (poleStrength s w e : ℂ)) := by
  have hpos : 0 < 2 * ∑ k ∈ s, w k / e k ^ 2 := one_div_pos.mp (poleStrength_pos hs hw he)
  have hd : ∀ k ∈ s, (0 : ℂ) ^ 2 - (e k : ℂ) ^ 2 ≠ 0 := fun k hk => by
    have := (he k hk).ne'
    simpa using this
  -- `greenRatio` is continuous at zero, with a negative value there
  have hR : Tendsto (fun z : ℂ => greenRatio s w e z) (𝓝 0) (𝓝 (greenRatio s w e 0)) := by
    unfold greenRatio
    refine tendsto_finsetSum _ fun k hk => ?_
    have hc : ContinuousAt (fun z : ℂ => (w k : ℂ) * (2 / (z ^ 2 - (e k : ℂ) ^ 2))) 0 :=
      continuousAt_const.mul (ContinuousAt.div continuousAt_const (by fun_prop) (hd k hk))
    exact hc
  have hR0 : greenRatio s w e 0 = -((2 * ∑ k ∈ s, w k / e k ^ 2 : ℝ) : ℂ) := by
    unfold greenRatio
    push_cast
    rw [Finset.mul_sum, ← Finset.sum_neg_distrib]
    refine Finset.sum_congr rfl fun k _ => ?_
    have h : (0 : ℂ) ^ 2 - (e k : ℂ) ^ 2 = -((e k : ℂ) ^ 2) := by ring
    rw [h, div_neg]
    ring
  have hne : greenRatio s w e 0 ≠ 0 := by
    rw [hR0]
    exact neg_ne_zero.mpr (Complex.ofReal_ne_zero.mpr hpos.ne')
  have hsq : ContinuousAt (fun z : ℂ => z ^ 2) 0 := by fun_prop
  have hev : ∀ᶠ z : ℂ in 𝓝 0, ∀ k ∈ s, z ^ 2 ≠ (e k : ℂ) ^ 2 :=
    (Filter.eventually_all_finset s).mpr fun k hk =>
      hsq.eventually_ne (sub_ne_zero.mp (hd k hk))
  have hlim := (hsq.tendsto.sub (hR.inv₀ hne)).mono_left
    (nhdsWithin_le_nhds (s := ({0}ᶜ : Set ℂ)))
  have hval : (0 : ℂ) ^ 2 - (greenRatio s w e 0)⁻¹ = (poleStrength s w e : ℂ) := by
    rw [hR0, poleStrength, inv_neg, Complex.ofReal_div, Complex.ofReal_one]
    ring
  rw [hval] at hlim
  refine hlim.congr' ?_
  filter_upwards [self_mem_nhdsWithin, nhdsWithin_le_nhds hev] with z hz hzk
  have hz0 : z ≠ 0 := hz
  rw [selfEnergy, green_eq_mul s w e hzk, mul_sub, one_div, mul_inv, ← mul_assoc z z⁻¹,
    mul_inv_cancel₀ hz0, one_mul]
  ring
```

## Divergence and the undetermined sign

In the next theorem, `atTop` says that the magnitude eventually exceeds every bound. The step `h1` records that $|z|$ tends to zero through positive values, so $1/|z|$ tends to infinity. Multiplying by $|z\,\Sigma(z)|$, whose limit is positive, gives the result.

```lean
/-- For a nonempty set of pairs with positive weights and energies, the magnitude of the
self-energy tends to infinity as the nonzero complex frequency tends to zero. -/
theorem selfEnergy_diverges {s : Finset ι} {w e : ι → ℝ} (hs : s.Nonempty)
    (hw : ∀ k ∈ s, 0 < w k) (he : ∀ k ∈ s, 0 < e k) :
    Tendsto (fun z : ℂ => ‖selfEnergy s w e z‖) (𝓝[≠] 0) atTop := by
  have h0 : Tendsto (fun z : ℂ => ‖z‖) (𝓝 0) (𝓝 0) := tendsto_norm_zero
  have h1 : Tendsto (fun z : ℂ => ‖z‖) (𝓝[≠] 0) (𝓝[>] 0) := by
    refine tendsto_nhdsWithin_iff.mpr ⟨h0.mono_left nhdsWithin_le_nhds, ?_⟩
    filter_upwards [self_mem_nhdsWithin] with z hz
    exact norm_pos_iff.mpr hz
  have hc : 0 < ‖(poleStrength s w e : ℂ)‖ :=
    norm_pos_iff.mpr (Complex.ofReal_ne_zero.mpr (poleStrength_pos hs hw he).ne')
  -- a finite nonzero limit is divided by a vanishing frequency
  refine ((tendsto_inv_nhdsGT_zero.comp h1).atTop_mul_pos hc
    (tendsto_mul_selfEnergy hs hw he).norm).congr' ?_
  filter_upwards [self_mem_nhdsWithin] with z hz
  have hz0 : ‖z‖ ≠ 0 := norm_ne_zero_iff.mpr hz
  simp only [Function.comp_apply]
  rw [norm_mul, inv_mul_cancel_left₀ hz0]
```

The absence of a zero-frequency value follows by contradiction: a complex limit $c$ would give the norm a finite limit.

```lean
/-- For a nonempty set of pairs with positive weights and energies, no complex number is the
zero-frequency limit of the self-energy. -/
theorem no_zero_frequency_value {s : Finset ι} {w e : ι → ℝ} (hs : s.Nonempty)
    (hw : ∀ k ∈ s, 0 < w k) (he : ∀ k ∈ s, 0 < e k) :
    ¬ ∃ c : ℂ, Tendsto (selfEnergy s w e) (𝓝[≠] 0) (𝓝 c) := fun ⟨_, hc⟩ =>
  not_tendsto_nhds_of_tendsto_atTop (selfEnergy_diverges hs hw he) _ hc.norm
```

On the real axis the two one-sided limits are stated for the real part, because `selfEnergy` returns a complex number. Nothing is lost, since $\Sigma(x)$ is real for real $x$. The step `hreal` restricts the limit of $z\,\Sigma(z)$ to real frequencies. Multiplication by $1/x$, which tends to $+\infty$ from the right and to $-\infty$ from the left, then gives the two halves.

```lean
/-- For a nonempty set of pairs with positive weights and energies, the real part of the
self-energy on the real axis tends to plus infinity as the frequency falls to zero and to
minus infinity as it rises to zero. -/
theorem selfEnergy_one_sided {s : Finset ι} {w e : ι → ℝ} (hs : s.Nonempty)
    (hw : ∀ k ∈ s, 0 < w k) (he : ∀ k ∈ s, 0 < e k) :
    Tendsto (fun x : ℝ => (selfEnergy s w e (x : ℂ)).re) (𝓝[>] 0) atTop ∧
      Tendsto (fun x : ℝ => (selfEnergy s w e (x : ℂ)).re) (𝓝[<] 0) atBot := by
  have hp := poleStrength_pos hs hw he
  have hcast : Tendsto (fun x : ℝ => (x : ℂ)) (𝓝[≠] 0) (𝓝[≠] 0) := by
    have h := Complex.continuous_ofReal.tendsto (0 : ℝ)
    rw [Complex.ofReal_zero] at h
    refine tendsto_nhdsWithin_iff.mpr ⟨h.mono_left nhdsWithin_le_nhds, ?_⟩
    filter_upwards [self_mem_nhdsWithin] with x hx
    exact Complex.ofReal_ne_zero.mpr hx
  -- restrict the pole strength limit to real frequencies
  have hreal : Tendsto (fun x : ℝ => x * (selfEnergy s w e (x : ℂ)).re) (𝓝[≠] 0)
      (𝓝 (poleStrength s w e)) := by
    have h := (Complex.continuous_re.tendsto _).comp
      ((tendsto_mul_selfEnergy hs hw he).comp hcast)
    rw [Complex.ofReal_re] at h
    exact h.congr fun x => Complex.re_ofReal_mul x _
  constructor
  · refine (tendsto_inv_nhdsGT_zero.atTop_mul_pos hp (hreal.mono_left
      (nhdsWithin_mono _ fun x (hx : 0 < x) => hx.ne'))).congr' ?_
    filter_upwards [self_mem_nhdsWithin] with x hx
    exact inv_mul_cancel_left₀ (ne_of_gt hx) _
  · refine (tendsto_inv_nhdsLT_zero.atBot_mul_pos hp (hreal.mono_left
      (nhdsWithin_mono _ fun x (hx : x < 0) => hx.ne))).congr' ?_
    filter_upwards [self_mem_nhdsWithin] with x hx
    exact inv_mul_cancel_left₀ (ne_of_lt hx) _
```

A model with a real frequency variable from the start would have made this last statement simpler, with a real-valued $\Sigma$ and no real part to take. It would have said nothing about the approach along the imaginary axis, where Matsubara frequencies lie.

## One pair of poles: the Hubbard atom

The smallest case has a single pair. For the half-filled Hubbard atom with interaction $U$ and equal mean occupation of the two spins, the poles lie at $\pm U/2$ and each has weight $1/2$. Then

$$G(z)=\frac{z}{z^2-U^2/4},\qquad \Sigma(z)=z-\frac{z^2-U^2/4}{z}=\frac{U^2}{4z}.$$

Here the self-energy is its pole and nothing else, with strength $A=U^2/4$ for $U>0$. In Lean the one-element type `Unit` labels the pair, `hG` is the formula for $G$, and the final `linear_combination` is the cancellation in $\Sigma$.

```lean
/-- Half-filled Hubbard atom: one pair of poles at `U / 2` and `-U / 2` with weight one half
each has self-energy `U ^ 2 / (4 z)` at every nonzero frequency away from the poles. -/
theorem hubbard_atom (U : ℝ) {z : ℂ} (hz : z ≠ 0) (h : z ^ 2 ≠ ((U / 2 : ℝ) : ℂ) ^ 2) :
    selfEnergy (Finset.univ : Finset Unit) (fun _ => 1 / 2) (fun _ => U / 2) z
      = (U : ℂ) ^ 2 / (4 * z) := by
  have hG : green (Finset.univ : Finset Unit) (fun _ => 1 / 2) (fun _ => U / 2) z
      = z / (z ^ 2 - ((U / 2 : ℝ) : ℂ) ^ 2) := by
    rw [green_eq_mul _ _ _ (fun _ _ => h)]
    simp only [greenRatio, Finset.univ_unique, Finset.sum_singleton]
    rw [Complex.ofReal_div 1 2, Complex.ofReal_one, Complex.ofReal_ofNat]
    ring
  have h1 : z * z⁻¹ = 1 := mul_inv_cancel₀ hz
  have h4 : (4 : ℂ) ≠ 0 := by norm_num
  rw [selfEnergy, hG, one_div_div, eq_div_iff (mul_ne_zero h4 hz), div_eq_mul_inv,
    Complex.ofReal_div, Complex.ofReal_ofNat]
  linear_combination (-4 * (z ^ 2 - ((U : ℂ) / 2) ^ 2)) * h1

end

end MottDoubleCounting
```

The theorem accepts any real $U$, with $z$ nonzero and away from the poles. At $U=0$ it gives $\Sigma(z)=0$: the two poles merge at zero, the gap closes and the divergence disappears. This agrees with the general theorems, which require $e_k>0$.

```lean
#print axioms MottDoubleCounting.selfEnergy_diverges
#print axioms MottDoubleCounting.no_zero_frequency_value
#print axioms MottDoubleCounting.selfEnergy_one_sided
#print axioms MottDoubleCounting.hubbard_atom
```

```
'MottDoubleCounting.selfEnergy_diverges' depends on axioms: [propext, Classical.choice, Quot.sound]
'MottDoubleCounting.no_zero_frequency_value' depends on axioms: [propext, Classical.choice, Quot.sound]
'MottDoubleCounting.selfEnergy_one_sided' depends on axioms: [propext, Classical.choice, Quot.sound]
'MottDoubleCounting.hubbard_atom' depends on axioms: [propext, Classical.choice, Quot.sound]
```
